# Octahedral colourings by \(k\) ligand types form \((k^6+3k^4+12k^3+8k^2)/24\) classes under proper rotation

Let \(N(k)\) be the number of ways to place ligands of \(k\) available types on the six vertices of an octahedron, where two placements count as the same if a proper rotation turns one into the other. For every natural number \(k\),

\[ 24\,N(k) = k^6 + 3k^4 + 12k^3 + 8k^2 . \]

For idealised octahedral complexes with six monodentate, point-like ligands, this is the number of starting structures left for electronic-structure calculations once rotated copies are removed. Chelate rings, ligand conformations and distortions are not in the model.

## Vertices, rotations and colourings

```lean
import Mathlib

open Matrix MulAction

namespace OctahedralLigandCount

noncomputable section
```

The vertices carry the labels \(0,\dots,5\) in the order \(+x,+y,+z,-x,-y,-z\). Their coordinates are integers, which allows finite checks, and `vertex` places them in real space as vectors \(v_i\).

```lean
/-- Integer coordinates of the six vertices, in the order +x, +y, +z, -x, -y, -z. -/
def coord : Fin 6 → Fin 3 → ℤ :=
  ![![1, 0, 0], ![0, 1, 0], ![0, 0, 1], ![-1, 0, 0], ![0, -1, 0], ![0, 0, -1]]

/-- The position of a vertex of the octahedron in real three-dimensional space. -/
def vertex (i : Fin 6) : Fin 3 → ℝ := fun a => (coord i a : ℝ)
```

A vertex permutation \(\sigma\) is a rotation if some real matrix \(R\) with \(R^TR=1\) and \(\det R=1\) satisfies \(Rv_i=v_{\sigma(i)}\) for all \(i\). Products of such matrices give products of permutations, and \(R^T\) gives the inverse, so these permutations form a group \(G\).

```lean
/-- The vertex permutations induced by proper rotations of space, that is, by real orthogonal
matrices of determinant one. -/
def rotationGroup : Subgroup (Equiv.Perm (Fin 6)) where
  carrier := {σ | ∃ R : Matrix (Fin 3) (Fin 3) ℝ,
    Rᵀ * R = 1 ∧ R.det = 1 ∧ ∀ i, R *ᵥ vertex i = vertex (σ i)}
  mul_mem' := by
    rintro σ τ ⟨R, hR, dR, vR⟩ ⟨S, hS, dS, vS⟩
    refine ⟨R * S, ?_, by rw [det_mul, dR, dS, one_mul], fun i => ?_⟩
    · rw [transpose_mul, Matrix.mul_assoc, ← Matrix.mul_assoc Rᵀ, hR, Matrix.one_mul, hS]
    · rw [← mulVec_mulVec, vS, vR, Equiv.Perm.mul_apply]
  one_mem' := ⟨1, by simp, by simp, fun i => by simp⟩
  inv_mem' := by
    rintro σ ⟨R, hR, dR, vR⟩
    refine ⟨Rᵀ, ?_, by rw [det_transpose, dR], fun i => ?_⟩
    · rw [transpose_transpose]
      exact _root_.mul_eq_one_comm.mp hR
    · have h := vR (σ⁻¹ i)
      rw [show σ (σ⁻¹ i) = i from σ.apply_symm_apply i] at h
      rw [← h, mulVec_mulVec, hR, one_mulVec]
```

A colouring is a function \(c\) from vertices to \(k\) types, and it need not use every type. A rotation \(g\) carries the ligands along: vertex \(i\) receives the ligand that was at \(g^{-1}(i)\), so \((g\cdot c)(i)=c(g^{-1}(i))\). The classes counted by \(N(k)\) are the orbits of this action.

```lean
/-- An assignment of one of `k` ligand types to each of the six vertices. -/
def Colouring (k : ℕ) := Fin 6 → Fin k

instance (k : ℕ) : Finite (Colouring k) := inferInstanceAs (Finite (Fin 6 → Fin k))

/-- A rotation carries the ligands along with the vertices. -/
instance (k : ℕ) : MulAction rotationGroup (Colouring k) where
  smul g c := fun i => c (g.1⁻¹ i)
  one_smul _ := rfl
  mul_smul _ _ _ := rfl
```

Three vertices form a right-handed frame if their triple product is \(1\). Given such a triple \(t\), the map `frame t` sends \(+x,+y,+z\) to its members and opposite vertices to opposite ones.

```lean
/-- The oriented volume spanned by three vertices. -/
def triple (t : Fin 6 × Fin 6 × Fin 6) : ℤ :=
  coord t.1 0 * (coord t.2.1 1 * coord t.2.2 2 - coord t.2.1 2 * coord t.2.2 1)
  - coord t.1 1 * (coord t.2.1 0 * coord t.2.2 2 - coord t.2.1 2 * coord t.2.2 0)
  + coord t.1 2 * (coord t.2.1 0 * coord t.2.2 1 - coord t.2.1 1 * coord t.2.2 0)

/-- The triples of vertices with oriented volume one: the right-handed frames. -/
def frames : Finset (Fin 6 × Fin 6 × Fin 6) := Finset.univ.filter fun t => triple t = 1

/-- The vertex map sending +x, +y, +z to a given triple and opposite vertices to opposite ones. -/
def frame (t : Fin 6 × Fin 6 × Fin 6) : Fin 6 → Fin 6 :=
  ![t.1, t.2.1, t.2.2, t.1 + 3, t.2.1 + 3, t.2.2 + 3]
```

To count the cycles of a rotation, each vertex is assigned the smallest label among itself and its first three images. One vertex per cycle is then its own representative. This relies on proper rotations having no vertex cycle longer than four. Carried over unchanged to improper operations, the definition can miscount: the \(S_6\) operation \(+x\to-z,\ +y\to-x,\ +z\to-y\) moves all six vertices in one cycle, yet vertices 0 and 1 would both be their own representatives.

```lean
/-- The smallest label among a vertex and its first three images under `f`. -/
def rep (f : Fin 6 → Fin 6) (i : Fin 6) : Fin 6 :=
  min (min i (f i)) (min (f (f i)) (f (f (f i))))

/-- The number of vertices that are their own representative; for a rotation this counts cycles. -/
def cycles (f : Fin 6 → Fin 6) : ℕ := (Finset.univ.filter fun i => rep f i = i).card
```

## (a) Opposite vertices differ by three in label

**Task.** Show that \(v_{i+3}=-v_i\), with labels taken modulo six.

**Solution.** The list of vertices gives \(v_3=-v_0\), \(v_4=-v_1\) and \(v_5=-v_2\). The other three cases are the same equations read backwards. Lean checks the integer coordinates and transfers the result to the reals.

```lean
/-- The vertices labelled `i` and `i + 3` (modulo six) are opposite. -/
theorem vertex_antipode (i : Fin 6) : vertex (i + 3) = -vertex i := by
  have h : ∀ i a, coord (i + 3) a = -coord i a := by decide +kernel
  funext a
  simp [vertex, h]
```

## (b) Rotations recognised by their frames

**Task.** Show that \(\sigma\) is a rotation exactly when \((\sigma(0),\sigma(1),\sigma(2))\) is a right-handed frame and \(\sigma\) keeps opposite vertices opposite.

**Solution.** If \(R\) induces \(\sigma\), its columns are \(v_{\sigma(0)},v_{\sigma(1)},v_{\sigma(2)}\), so their triple product is \(\det R=1\). Linearity gives
\[ v_{\sigma(i+3)}=R(-v_i)=-v_{\sigma(i)}=v_{\sigma(i)+3}, \]
hence \(\sigma(i+3)=\sigma(i)+3\).

Conversely, take the three images as the columns of \(R\). Each is a signed unit vector along an axis. A nonzero triple product puts them on three different axes, so they are orthonormal and \(R^TR=1\). The triple product also gives \(\det R=1\). By construction \(R\) acts correctly on the positive axes, and by linearity on the negative ones.

In the proof, `ax` reads off the columns, `orth` checks orthonormality for all right-handed triples, and `key` extends the action to the negative axes.

```lean
/-- A permutation is a proper rotation exactly when it sends +x, +y, +z to a right-handed frame
and keeps opposite vertices opposite. -/
theorem rotation_iff_frame (σ : Equiv.Perm (Fin 6)) : σ ∈ rotationGroup ↔
    triple (σ 0, σ 1, σ 2) = 1 ∧ ⇑σ = frame (σ 0, σ 1, σ 2) := by
  -- the columns of a matrix are the images of the three positive axes
  have ax : ∀ (R : Matrix (Fin 3) (Fin 3) ℝ) (a : Fin 3), (R *ᵥ vertex 0) a = R a 0 ∧
      (R *ᵥ vertex 1) a = R a 1 ∧ (R *ᵥ vertex 2) a = R a 2 := by
    intro R a
    simp [mulVec, dotProduct, Fin.sum_univ_three, vertex, coord]
  constructor
  · rintro ⟨R, -, dR, vR⟩
    have e0 : ∀ a, R a 0 = vertex (σ 0) a := fun a => by rw [← vR 0, (ax R a).1]
    have e1 : ∀ a, R a 1 = vertex (σ 1) a := fun a => by rw [← vR 1, (ax R a).2.1]
    have e2 : ∀ a, R a 2 = vertex (σ 2) a := fun a => by rw [← vR 2, (ax R a).2.2]
    constructor
    · have h : ((triple (σ 0, σ 1, σ 2) : ℤ) : ℝ) = 1 := by
        rw [← dR, det_fin_three]
        simp only [e0, e1, e2, triple, vertex]
        push_cast
        ring
      exact_mod_cast h
    · have inj : ∀ i j, (∀ a, coord i a = coord j a) → i = j := by decide +kernel
      have anti : ∀ i, σ (i + 3) = σ i + 3 := by
        intro i
        have h : vertex (σ (i + 3)) = vertex (σ i + 3) := by
          rw [← vR (i + 3), vertex_antipode i, mulVec_neg, vR i, vertex_antipode (σ i)]
        refine inj _ _ fun a => ?_
        have h' := congrFun h a
        simp only [vertex] at h'
        exact_mod_cast h'
      funext i
      fin_cases i
      exacts [rfl, rfl, rfl, anti 0, anti 1, anti 2]
  · rintro ⟨ht, hf⟩
    have orth : ∀ p q r : Fin 6, triple (p, q, r) = 1 → ∀ b c : Fin 3,
        ∑ a, coord (![p, q, r] b) a * coord (![p, q, r] c) a = if b = c then 1 else 0 := by
      decide +kernel
    obtain ⟨R, hR⟩ : ∃ R : Matrix (Fin 3) (Fin 3) ℝ,
        ∀ a b, R a b = vertex (![σ 0, σ 1, σ 2] b) a := ⟨Matrix.of fun a b => _, fun _ _ => rfl⟩
    have e0 : ∀ a, R a 0 = vertex (σ 0) a := fun a => hR a 0
    have e1 : ∀ a, R a 1 = vertex (σ 1) a := fun a => hR a 1
    have e2 : ∀ a, R a 2 = vertex (σ 2) a := fun a => hR a 2
    have v0 : R *ᵥ vertex 0 = vertex (σ 0) := funext fun a => by rw [(ax R a).1, e0]
    have v1 : R *ᵥ vertex 1 = vertex (σ 1) := funext fun a => by rw [(ax R a).2.1, e1]
    have v2 : R *ᵥ vertex 2 = vertex (σ 2) := funext fun a => by rw [(ax R a).2.2, e2]
    have key : ∀ i, R *ᵥ vertex i = vertex (σ i) → σ (i + 3) = σ i + 3 →
        R *ᵥ vertex (i + 3) = vertex (σ (i + 3)) := by
      intro i h h'
      rw [h', vertex_antipode i, vertex_antipode (σ i), mulVec_neg, h]
    refine ⟨R, ?_, ?_, fun i => ?_⟩
    · ext b c
      rw [Matrix.mul_apply, Matrix.one_apply]
      simp only [transpose_apply, hR, vertex]
      exact_mod_cast orth _ _ _ ht b c
    · have h : ((triple (σ 0, σ 1, σ 2) : ℤ) : ℝ) = 1 := by exact_mod_cast ht
      rw [← h, det_fin_three]
      simp only [e0, e1, e2, triple, vertex]
      push_cast
      ring
    · fin_cases i
      exacts [v0, v1, v2, key 0 v0 (congrFun hf 3), key 1 v1 (congrFun hf 4),
        key 2 v2 (congrFun hf 5)]
```

## (c) One rotation for each right-handed frame

**Task.** Show that sending a rotation to its images of \(+x,+y,+z\) is a bijection onto the right-handed frames.

**Solution.** By (b), the three images determine the other three, so two rotations with the same frame are equal. Conversely, a right-handed frame \(t\) uses all three axes, so `frame t` reaches each vertex once. It is therefore a permutation, and (b) makes it a rotation. Lean checks the injectivity of `frame t` by enumeration.

```lean
/-- The right-handed frame to which a rotation carries the three positive axes. -/
def toFrame (g : rotationGroup) : frames :=
  ⟨(g.1 0, g.1 1, g.1 2),
    Finset.mem_filter.2 ⟨Finset.mem_univ _, ((rotation_iff_frame g.1).1 g.2).1⟩⟩

/-- Proper rotations correspond one-to-one to right-handed frames of vertices. -/
theorem toFrame_bijective : Function.Bijective toFrame := by
  constructor
  · intro g h e
    have e' := congrArg Subtype.val e
    apply Subtype.ext
    apply DFunLike.coe_injective
    exact ((rotation_iff_frame g.1).1 g.2).2.trans
      ((congrArg frame e').trans ((rotation_iff_frame h.1).1 h.2).2.symm)
  · rintro ⟨t, ht⟩
    have inj : ∀ t, triple t = 1 → ∀ i j, frame t i = frame t j → i = j := by decide +kernel
    have h1 : triple t = 1 := (Finset.mem_filter.1 ht).2
    have hi : Function.Injective (frame t) := fun i j => inj t h1 i j
    exact ⟨⟨Equiv.ofBijective _ (Finite.injective_iff_bijective.1 hi),
      (rotation_iff_frame _).2 ⟨h1, rfl⟩⟩, rfl⟩
```

## (d) Twenty-four rotations

**Task.** Count the elements of \(G\).

**Solution.** The image of \(+x\) can be any of 6 vertices, and that of \(+y\) any of the 4 vertices on the other axes. Right-handedness then fixes the image of \(+z\). Hence \(|G|=6\cdot4\cdot1=24\). Lean transfers the count to frames through (c) and enumerates them.

```lean
/-- The octahedron has exactly 24 proper rotations. -/
theorem card_rotationGroup : Nat.card rotationGroup = 24 := by
  rw [Nat.card_congr (Equiv.ofBijective _ toFrame_bijective), Nat.card_eq_fintype_card,
    Fintype.card_coe]
  decide +kernel
```

## (e) Colourings left unchanged by a rotation

**Task.** Show that a rotation \(g\) with \(m\) vertex cycles fixes exactly \(k^m\) colourings.

**Solution.** The condition \(c(g^{-1}(i))=c(i)\) for all \(i\) is equivalent to \(c(g(i))=c(i)\) for all \(i\). Thus \(c\) is constant on each cycle, and one of \(k\) types can be chosen freely for each of the \(m\) cycles.

Here `hfix` is the equivalence of the two conditions, and `hrep` checks that the representative stays the same along a cycle and represents itself. By `hc`, a fixed colouring is determined by its values on representatives; the equivalence `e` turns this into the count.

```lean
/-- A rotation leaves unchanged exactly `k` to the power of its number of cycles colourings. -/
theorem card_fixed (k : ℕ) (g : rotationGroup) :
    Nat.card (fixedBy (Colouring k) g) = k ^ cycles g.1 := by
  have hrep : ∀ t, triple t = 1 → ∀ i, rep (frame t) (frame t i) = rep (frame t) i ∧
      rep (frame t) (rep (frame t) i) = rep (frame t) i := by decide +kernel
  have hg := (rotation_iff_frame g.1).1 g.2
  obtain ⟨f, hf⟩ : ∃ f : Fin 6 → Fin 6, f = ⇑g.1 := ⟨_, rfl⟩
  have hr : ∀ i, rep f (f i) = rep f i ∧ rep f (rep f i) = rep f i := by
    rw [hf.trans hg.2]
    exact hrep _ hg.1
  have hfix : ∀ c : Colouring k, c ∈ fixedBy (Colouring k) g ↔ ∀ i, c (f i) = c i := by
    intro c
    rw [hf]
    constructor
    · intro h i
      have h0 : g • c = c := mem_fixedBy.1 h
      have h' : c (g.1⁻¹ (g.1 i)) = c (g.1 i) :=
        congrArg (fun d : Colouring k => d (g.1 i)) h0
      rw [show g.1⁻¹ (g.1 i) = i from g.1.symm_apply_apply i] at h'
      exact h'.symm
    · intro h
      refine mem_fixedBy.2 (funext fun i => ?_)
      have h' := h (g.1⁻¹ i)
      rw [show g.1 (g.1⁻¹ i) = i from g.1.apply_symm_apply i] at h'
      exact h'.symm
  -- an invariant colouring is determined by its values on the cycle representatives
  have hc : ∀ c : Colouring k, (∀ i, c (f i) = c i) → ∀ i, c (rep f i) = c i := by
    intro c h i
    unfold rep
    rcases min_choice (min i (f i)) (min (f (f i)) (f (f (f i)))) with h1 | h1
    · rw [h1]
      rcases min_choice i (f i) with h2 | h2
      · rw [h2]
      · rw [h2, h]
    · rw [h1]
      rcases min_choice (f (f i)) (f (f (f i))) with h2 | h2 <;> rw [h2] <;> simp only [h]
  let e : {c : Colouring k // ∀ i, c (f i) = c i} ≃ ({i // rep f i = i} → Fin k) :=
    { toFun := fun c j => c.1 j.1
      invFun := fun d => ⟨fun i => d ⟨rep f i, (hr i).2⟩,
        fun i => congrArg d (Subtype.ext (hr i).1)⟩
      left_inv := fun c => Subtype.ext (funext fun i => hc c.1 c.2 i)
      right_inv := fun d => funext fun j => congrArg d (Subtype.ext j.2) }
  rw [← hf]
  refine (Nat.card_congr ((Equiv.subtypeEquivRight hfix).trans e)).trans ?_
  rw [Nat.card_eq_fintype_card, Fintype.card_fun, Fintype.card_fin, Fintype.card_subtype, cycles]
```

## (f) How many rotations have each number of cycles

**Task.** Sort the 24 rotations by their number of vertex cycles.

**Solution.**

| Rotations | Number | Cycle lengths | Cycles |
|---|---|---|---|
| identity | 1 | 1,1,1,1,1,1 | 6 |
| 180° about a vertex axis | 3 | 1,1,2,2 | 4 |
| ±90° about a vertex axis | 6 | 1,1,4 | 3 |
| 180° about an edge axis | 6 | 2,2,2 | 3 |
| ±120° about a face axis | 8 | 3,3 | 2 |

The theorem records the totals 1, 3, 12 and 8, obtained by enumerating frames rather than by naming axes.

```lean
/-- As `t` runs over the right-handed frames, `cycles (frame t)` takes exactly the values 2, 3, 4
and 6, for 8, 12, 3 and 1 frames respectively. -/
theorem cycle_counts :
    frames.image (fun t => cycles (frame t)) = {2, 3, 4, 6} ∧
    (frames.filter fun t => cycles (frame t) = 2).card = 8 ∧
    (frames.filter fun t => cycles (frame t) = 3).card = 12 ∧
    (frames.filter fun t => cycles (frame t) = 4).card = 3 ∧
    (frames.filter fun t => cycles (frame t) = 6).card = 1 := by
  decide +kernel
```

## (g) The sum over rotations

**Task.** Add up the numbers of fixed colourings.

**Solution.** By (e), a rotation \(g\) with \(m(g)\) vertex cycles fixes \(k^{m(g)}\) colourings, so (f) gives
\[ \sum_{g\in G}k^{m(g)}=k^6+3k^4+12k^3+8k^2 . \]
Lean moves the sum from rotations to frames by (c), then groups equal exponents with `Finset.sum_comp`.

```lean
/-- The sum over all rotations of `k` to the power of the number of cycles equals `k^6 + 3k^4 +
12k^3 + 8k^2`. -/
theorem sum_rotations (k : ℕ) [Fintype rotationGroup] :
    ∑ g : rotationGroup, k ^ cycles g.1 = k ^ 6 + 3 * k ^ 4 + 12 * k ^ 3 + 8 * k ^ 2 := by
  obtain ⟨h0, h2, h3, h4, h6⟩ := cycle_counts
  calc ∑ g : rotationGroup, k ^ cycles g.1
      = ∑ g : rotationGroup, k ^ cycles (frame (toFrame g).1) :=
        Finset.sum_congr rfl fun g _ =>
          congrArg (fun f => k ^ cycles f) ((rotation_iff_frame g.1).1 g.2).2
    _ = ∑ t : frames, k ^ cycles (frame t.1) :=
        toFrame_bijective.sum_comp (fun t : frames => k ^ cycles (frame t.1))
    _ = ∑ t ∈ frames, k ^ cycles (frame t) :=
        Finset.sum_coe_sort frames (fun t => k ^ cycles (frame t))
    _ = k ^ 6 + 3 * k ^ 4 + 12 * k ^ 3 + 8 * k ^ 2 := by
        -- group the frames `t` by the value of `cycles (frame t)`
        refine (Finset.sum_comp (fun m => k ^ m) (fun t => cycles (frame t))).trans ?_
        rw [h0, Finset.sum_insert (by decide), Finset.sum_insert (by decide),
          Finset.sum_insert (by decide), Finset.sum_singleton, h2, h3, h4, h6]
        simp only [smul_eq_mul]
        ring
```

## (h) The orbit count

**Task.** Derive the formula for \(24\,N(k)\).

**Solution.** Count the pairs \((g,c)\) with \(g\cdot c=c\) in two ways. Summing over \(g\) gives the polynomial in (g). Summing over \(c\) gives the sizes of the stabilisers, each equal to \(|G|\) divided by the size of the orbit of \(c\). Every orbit therefore contributes \(|G|\) in total, and the sum is \(24\,N(k)\). This is Burnside's lemma, which the proof takes from Mathlib and combines with (d), (e) and (g).

In code, the same number comes from replacing each colouring by the lexicographically smallest of its 24 rotated copies and counting the distinct results.

```lean
/-- Twenty-four times the number of rotationally distinct octahedral colourings by `k` ligand
types equals `k^6 + 3k^4 + 12k^3 + 8k^2`. -/
theorem octahedral_orbit_count (k : ℕ) :
    24 * Nat.card (orbitRel.Quotient rotationGroup (Colouring k)) =
      k ^ 6 + 3 * k ^ 4 + 12 * k ^ 3 + 8 * k ^ 2 := by
  have : Fintype rotationGroup := Fintype.ofFinite _
  have : ∀ g : rotationGroup, Fintype (fixedBy (Colouring k) g) := fun g => Fintype.ofFinite _
  have : Fintype (Quotient (orbitRel rotationGroup (Colouring k))) := Fintype.ofFinite _
  -- Burnside's lemma
  have B := sum_card_fixedBy_eq_card_orbits_mul_card_group rotationGroup (Colouring k)
  simp only [← Nat.card_eq_fintype_card, card_fixed] at B
  rw [card_rotationGroup, sum_rotations] at B
  rw [mul_comm]
  exact B.symm
```

## (i) The formula as a quotient

**Task.** Solve for \(N(k)\).

**Solution.** Divide (h) by 24. The statement is made in the rational numbers, since division of natural numbers in Lean discards remainders.

```lean
/-- The number of rotationally distinct colourings as an exact quotient of rational numbers. -/
theorem octahedral_orbit_formula (k : ℕ) :
    (Nat.card (orbitRel.Quotient rotationGroup (Colouring k)) : ℚ) =
      ((k : ℚ) ^ 6 + 3 * (k : ℚ) ^ 4 + 12 * (k : ℚ) ^ 3 + 8 * (k : ℚ) ^ 2) / 24 := by
  have h : (24 : ℚ) * (Nat.card (orbitRel.Quotient rotationGroup (Colouring k)) : ℚ) =
      (k : ℚ) ^ 6 + 3 * (k : ℚ) ^ 4 + 12 * (k : ℚ) ^ 3 + 8 * (k : ℚ) ^ 2 := by
    exact_mod_cast octahedral_orbit_count k
  linarith
```

## (j) Two and three ligand types

**Task.** Evaluate \(N(2)\) and \(N(3)\).

**Solution.**
\[ N(2)=\frac{64+48+96+32}{24}=10,\qquad N(3)=\frac{729+243+324+72}{24}=57 . \]

The 10 include the two arrangements with six identical ligands. Reading 57 as a count that ignores handedness would be a mistake: reflections are not in \(G\), so the two mirror forms of all-cis \(\mathrm{MA_2B_2C_2}\) count separately.

```lean
/-- Two available ligand types give 10 rotationally distinct colourings, and three give 57. -/
theorem two_and_three_ligand_types :
    Nat.card (orbitRel.Quotient rotationGroup (Colouring 2)) = 10 ∧
    Nat.card (orbitRel.Quotient rotationGroup (Colouring 3)) = 57 := by
  have h2 := octahedral_orbit_count 2
  have h3 := octahedral_orbit_count 3
  norm_num at h2 h3
  constructor <;> omega

end

end OctahedralLigandCount
```

```lean
#print axioms OctahedralLigandCount.octahedral_orbit_formula
-- 'OctahedralLigandCount.octahedral_orbit_formula' depends on axioms: [propext, Classical.choice, Quot.sound]
#print axioms OctahedralLigandCount.two_and_three_ligand_types
-- 'OctahedralLigandCount.two_and_three_ligand_types' depends on axioms: [propext, Classical.choice, Quot.sound]
```
